# Invariant subspaces of a finite-mode CAR representation correspond to subspaces of its vacuum space

Creators are usually introduced as the adjoints of annihilators, which requires an inner product. Here they are separate linear operators on a complex vector space $V$, which may be infinite-dimensional, tied to the annihilators only by the canonical anticommutation relations (CAR). Nothing is assumed about norms, continuity or adjoints. An invariant subspace is required to be preserved by both families, and its complement is an algebraic one, with no orthogonality claimed.

Let $a_p$ and $c_p$, with $p=0,\dots,M-1$, satisfy

$$a_pa_q+a_qa_p=0,\qquad c_pc_q+c_qc_p=0,\qquad a_pc_q+c_qa_p=\delta_{pq}.$$

Let $K=\bigcap_p\ker a_p$ be the vacuum space. Call $W\le V$ invariant if every $a_p$ and every $c_p$ maps $W$ into itself. The claim is that $W\mapsto W\cap K$ is an order isomorphism from the invariant subspaces onto the subspaces of $K$, and that every invariant subspace has an invariant complement.

For a finite set of spin orbitals, this means that a subspace preserved by every annihilator and every creator is determined by its vacuum vectors; if $K$ is one-dimensional, only $0$ and $V$ are invariant. Symmetry sectors of a Hamiltonian are a different matter: a sector of fixed particle number, for example, is generally not preserved by a single creator.

## From vacuum vectors to invariant subspaces

For $U\le K$, let $F(U)$ be the smallest subspace that contains $U$ and is closed under all creators.

**$F(U)$ is invariant.** Let $Y$ be the set of $x\in F(U)$ with $a_qx\in F(U)$ for all $q$. It contains $U$, since $a_qu=0$ for $u\in U$. If $x\in Y$, then
$$a_qc_px=\delta_{qp}x-c_pa_qx\in F(U),$$
so $c_px\in Y$. Thus $Y$ is closed under creators, and by minimality $F(U)\le Y$.

**$F(U)\cap K=U$.** We build an operator $P$ that fixes $K$ and satisfies $Pc_q=0$ for all $q$. Start with the identity and treat the modes one at a time. If $P_s$ fixes $K$ and kills the ranges of $c_q$ for $q\in s$, and $p\notin s$, put $P_{s\cup\{p\}}=P_sa_pc_p$. On $v\in K$ we have $a_pc_pv=v-c_pa_pv=v$, so $K$ is still fixed. The range of $c_p$ is killed because $c_p^2=0$. For $q\in s$,
$$P_sa_pc_pc_q=-P_sa_pc_qc_p=P_sc_qa_pc_p=0.$$
After all modes, this gives $P$. The subspace $\{x: Px\in U\}$ contains $U$ and the range of every creator, so it contains $F(U)$. If $v\in F(U)\cap K$, then $v=Pv\in U$. The other inclusion is clear.

## Vacuum vectors determine an invariant subspace

**Comparison.** Let $W$ be invariant, let $X$ be closed under creators, and suppose $W\cap K\le X$. Then $W\le X$.

We show by induction on a set $s$ of modes that $v\in X$ whenever $v\in W$ and $a_qv=0$ for all $q\notin s$. For $s=\varnothing$, $v$ lies in $W\cap K$. To add a mode $p$ to $s$, write
$$v=a_pc_pv+c_pa_pv.$$
The vectors $a_pv$ and $a_pc_pv$ lie in $W$ and are killed by $a_p$, since $a_p^2=0$. For $q\notin s\cup\{p\}$,
$$a_qa_pv=-a_pa_qv=0,\qquad a_qa_pc_pv=-a_pa_qc_pv=a_pc_pa_qv=0.$$
By induction both vectors lie in $X$. So does $c_pa_pv$, and therefore $v$. Taking $s$ to be all modes removes the condition on $v$.

**Order isomorphism.** If $W$ is invariant, then $F(W\cap K)\le W$ by minimality, and $W\le F(W\cap K)$ by comparison. Together with $F(U)\cap K=U$, this makes the two maps inverse. Comparison also shows that $W\cap K\le X\cap K$ implies $W\le X$ for invariant $W,X$; the converse is immediate.

**Complement.** Choose a linear complement $T$ of $W\cap K$ in $V$, and set $U=T\cap K$ and $W'=F(U)$. The vacuum vectors of the invariant space $W\cap W'$ lie in $(W\cap K)\cap T=0$, so comparison with $X=0$ gives $W\cap W'=0$. Any $x\in K$ splits as $y+z$ with $y\in W\cap K$ and $z\in T$; since $z=x-y\in K$, we get $z\in U$. Hence $K\le W+W'$. This sum is closed under creators, so comparison applied to the invariant space $V$ gives $V=W+W'$.

## Annihilator invariance alone is too weak

Take one mode on $\mathbb C^2$ with $a_0e_0=0$, $a_0e_1=e_0$, $c_0e_0=e_1$ and $c_0e_1=0$. The line $\mathbb Ce_0$ is preserved by $a_0$ but not by $c_0$. It has the same vacuum vectors as the whole space, so $W\mapsto W\cap K$ is no longer injective. A complementary line is spanned by $e_1+\lambda e_0$ for some $\lambda\in\mathbb C$, and $a_0$ sends this vector to $e_0$, outside the line. The complement property fails too.

## Operators, vacuum and Fock span in Lean

```lean
import Mathlib

namespace CARInvariantSubspaces

variable {V : Type*} [AddCommGroup V] [Module ℂ V] {M : ℕ}
```

The modes are indexed by `Fin M`, so their number is finite, and $M=0$ is allowed. No finite-dimensionality is imposed on `V`.

```lean
/-- The canonical anticommutation relations for annihilators `a p` and creators `c p`. -/
structure IsCAR (a c : Fin M → Module.End ℂ V) : Prop where
  aa : ∀ p q, a p * a q + a q * a p = 0
  cc : ∀ p q, c p * c q + c q * c p = 0
  ac : ∀ p q, a p * c q + c q * a p = if p = q then 1 else 0
```

In `Module.End ℂ V`, multiplication is composition and `1` is the identity. The three fields are the three relations above.

```lean
/-- The vacuum space: all vectors killed by every annihilator. -/
def vacuum (a : Fin M → Module.End ℂ V) : Submodule ℂ V := ⨅ p, LinearMap.ker (a p)
```

The infimum of the kernels is $K$.

```lean
/-- A subspace is invariant if every annihilator and every creator maps it into itself. -/
def Invariant (a c : Fin M → Module.End ℂ V) (W : Submodule ℂ V) : Prop :=
  ∀ p, ∀ v ∈ W, a p v ∈ W ∧ c p v ∈ W
```

`Invariant` demands closure under both families.

```lean
/-- The Fock span of `U`: the smallest subspace containing `U` and closed under all creators. -/
def fockSpan (c : Fin M → Module.End ℂ V) (U : Submodule ℂ V) : Submodule ℂ V :=
  sInf {X | U ≤ X ∧ ∀ p, ∀ x ∈ X, c p x ∈ X}
```

This is $F(U)$, defined as the intersection of all creator-closed subspaces containing `U`. The proof turns on this use of `sInf`. No products of creators have to be listed or ordered; minimality serves as an induction principle. To show that every vector of $F(U)$ has a linear property, one forms the subspace of vectors that have it, then checks that it contains $U$ and is closed under creators. When the property concerns the image under an operator, that subspace is a preimage, written `comap`.

## The relations applied to vectors

```lean
variable {a c : Fin M → Module.End ℂ V} {U W X : Submodule ℂ V}

lemma mem_vacuum {v : V} : v ∈ vacuum a ↔ ∀ p, a p v = 0 := by
  simp [vacuum, Submodule.mem_iInf, LinearMap.mem_ker]
```

Membership in `vacuum a` means that every annihilator gives zero.

```lean
lemma eq_zero_of_double {x : V} (h : x + x = 0) : x = 0 := by
  have h2 : (2 : ℂ) • x = 0 := by rw [two_smul]; exact h
  exact (smul_eq_zero.mp h2).resolve_left two_ne_zero
```

This lemma turns $a_p^2+a_p^2=0$ into $a_p^2=0$, and likewise for creators.

```lean
lemma IsCAR.aa_apply (h : IsCAR a c) (p q : Fin M) (v : V) :
    a p (a q v) + a q (a p v) = 0 := LinearMap.congr_fun (h.aa p q) v

lemma IsCAR.cc_apply (h : IsCAR a c) (p q : Fin M) (v : V) :
    c p (c q v) + c q (c p v) = 0 := LinearMap.congr_fun (h.cc p q) v

lemma IsCAR.ac_same (h : IsCAR a c) (p : Fin M) (v : V) :
    a p (c p v) + c p (a p v) = v := by
  have h1 := h.ac p p
  rw [if_pos rfl] at h1
  exact LinearMap.congr_fun h1 v

lemma IsCAR.ac_ne (h : IsCAR a c) {p q : Fin M} (hpq : p ≠ q) (v : V) :
    a p (c q v) + c q (a p v) = 0 := by
  have h1 := h.ac p q
  rw [if_neg hpq] at h1
  exact LinearMap.congr_fun h1 v
```

These four lemmas evaluate the CAR on a vector, with the mixed relation split into equal and different modes.

```lean
lemma le_fockSpan : U ≤ fockSpan c U := le_sInf fun _ hX => hX.1

lemma creator_mem_fockSpan (p : Fin M) {x : V} (hx : x ∈ fockSpan c U) :
    c p x ∈ fockSpan c U :=
  Submodule.mem_sInf.2 fun X hX => hX.2 p x (Submodule.mem_sInf.1 hx X hX)

lemma fockSpan_le (hU : U ≤ X) (hX : ∀ p, ∀ x ∈ X, c p x ∈ X) : fockSpan c U ≤ X :=
  sInf_le ⟨hU, hX⟩
```

The Fock span contains `U`, is closed under creators, and is the smallest such subspace. The last lemma is the induction principle.

## Invariance and the vacuum filter

```lean
/-- The Fock span of a space of vacuum vectors is invariant under annihilators and creators. -/
theorem fockSpan_invariant (h : IsCAR a c) (hU : U ≤ vacuum a) :
    Invariant a c (fockSpan c U) := by
  have key : fockSpan c U ≤ fockSpan c U ⊓ ⨅ q, (fockSpan c U).comap (a q) := by
    apply fockSpan_le
    · intro u hu
      refine Submodule.mem_inf.2 ⟨le_fockSpan hu, (Submodule.mem_iInf _).2 fun q => ?_⟩
      rw [Submodule.mem_comap, mem_vacuum.1 (hU hu) q]
      exact Submodule.zero_mem _
    · intro p x hx
      obtain ⟨hx1, hx2⟩ := Submodule.mem_inf.1 hx
      refine Submodule.mem_inf.2
        ⟨creator_mem_fockSpan p hx1, (Submodule.mem_iInf _).2 fun q => ?_⟩
      have hq : a q x ∈ fockSpan c U := (Submodule.mem_iInf _).1 hx2 q
      rw [Submodule.mem_comap]
      -- move the annihilator to the right of the creator
      by_cases hqp : q = p
      · subst hqp
        rw [eq_sub_of_add_eq (h.ac_same q x)]
        exact Submodule.sub_mem _ hx1 (creator_mem_fockSpan q hq)
      · rw [eq_neg_of_add_eq_zero_left (h.ac_ne hqp x)]
        exact Submodule.neg_mem _ (creator_mem_fockSpan p hq)
  intro p v hv
  exact ⟨(Submodule.mem_iInf _).1 (Submodule.mem_inf.1 (key hv)).2 p,
    creator_mem_fockSpan p hv⟩
```

The subspace on the right of `key` is $Y$. The case split on `q = p` separates the two values of $\delta_{qp}$.

```lean
/-- There is a linear operator that fixes every vacuum vector and kills every vector of the
form `c p v`. -/
theorem exists_vacuum_filter (h : IsCAR a c) :
    ∃ P : Module.End ℂ V, (∀ v ∈ vacuum a, P v = v) ∧ ∀ p v, P (c p v) = 0 := by
  have key : ∀ s : Finset (Fin M), ∃ P : Module.End ℂ V,
      (∀ v ∈ vacuum a, P v = v) ∧ ∀ p ∈ s, ∀ v, P (c p v) = 0 := by
    intro s
    induction s using Finset.induction_on with
    | empty => exact ⟨1, fun _ _ => rfl, fun p hp => absurd hp (Finset.notMem_empty p)⟩
    | insert p s hp ih =>
      obtain ⟨P, hP1, hP2⟩ := ih
      -- the new factor `a p * c p` projects onto states with mode `p` empty
      refine ⟨P * (a p * c p), fun v hv => ?_, fun q hq v => ?_⟩
      · change P (a p (c p v)) = v
        have h1 := h.ac_same p v
        rw [mem_vacuum.1 hv p, map_zero, add_zero] at h1
        rw [h1, hP1 v hv]
      · change P (a p (c p (c q v))) = 0
        by_cases hqp : q = p
        · subst hqp
          rw [eq_zero_of_double (h.cc_apply q q v), map_zero, map_zero]
        · have hqs : q ∈ s := (Finset.mem_insert.1 hq).resolve_left hqp
          rw [eq_neg_of_add_eq_zero_left (h.cc_apply p q v), map_neg,
            eq_neg_of_add_eq_zero_left (h.ac_ne (Ne.symm hqp) (c p v)), neg_neg]
          exact hP2 q hqs _
  obtain ⟨P, h1, h2⟩ := key Finset.univ
  exact ⟨P, h1, fun p => h2 p (Finset.mem_univ p)⟩
```

The induction over finite sets of modes builds $P$ by multiplying on the right by `a p * c p`. Its three cases are the action on $K$, the new mode, and a mode already treated.

```lean
/-- The vacuum vectors in the Fock span of `U` are exactly the vectors of `U`. -/
theorem fockSpan_inf_vacuum (h : IsCAR a c) (hU : U ≤ vacuum a) :
    fockSpan c U ⊓ vacuum a = U := by
  obtain ⟨P, hP1, hP2⟩ := exists_vacuum_filter h
  have key : fockSpan c U ≤ U.comap P := by
    apply fockSpan_le
    · intro u hu
      rw [Submodule.mem_comap, hP1 u (hU hu)]
      exact hu
    · intro p x _
      rw [Submodule.mem_comap, hP2]
      exact Submodule.zero_mem _
  refine le_antisymm (fun v hv => ?_) (le_inf le_fockSpan hU)
  have h1 : P v ∈ U := key hv.1
  rwa [hP1 v hv.2] at h1
```

Here `U.comap P` is $\{x:Px\in U\}$. Minimality puts the Fock span inside it, and $Pv=v$ on $K$ finishes the argument.

## Comparison, isomorphism and complement

```lean
/-- An invariant subspace lies in every creator-closed subspace that contains its vacuum
vectors. -/
theorem le_of_inf_vacuum_le (h : IsCAR a c) (hW : Invariant a c W)
    (hX : ∀ p, ∀ x ∈ X, c p x ∈ X) (hWX : W ⊓ vacuum a ≤ X) : W ≤ X := by
  -- induction on the set of modes that may still be occupied
  have key : ∀ s : Finset (Fin M), ∀ v ∈ W, (∀ p, p ∉ s → a p v = 0) → v ∈ X := by
    intro s
    induction s using Finset.induction_on with
    | empty =>
      intro v hv h0
      exact hWX ⟨hv, mem_vacuum.2 fun p => h0 p (Finset.notMem_empty p)⟩
    | insert p s hp ih =>
      intro v hv h0
      have h1 : a p v ∈ X := by
        refine ih _ (hW p v hv).1 fun q hq => ?_
        by_cases hqp : q = p
        · subst hqp
          exact eq_zero_of_double (h.aa_apply q q v)
        · rw [eq_neg_of_add_eq_zero_left (h.aa_apply q p v),
            h0 q (by simp [hqp, hq]), map_zero, neg_zero]
      have h2 : a p (c p v) ∈ X := by
        refine ih _ (hW p _ (hW p v hv).2).1 fun q hq => ?_
        by_cases hqp : q = p
        · subst hqp
          exact eq_zero_of_double (h.aa_apply q q _)
        · rw [eq_neg_of_add_eq_zero_left (h.aa_apply q p _),
            eq_neg_of_add_eq_zero_left (h.ac_ne hqp v),
            h0 q (by simp [hqp, hq]), map_zero, neg_zero, map_zero, neg_zero]
      rw [← h.ac_same p v]
      exact X.add_mem h2 (hX p _ h1)
  exact fun v hv => key Finset.univ v hv fun p hp => absurd (Finset.mem_univ p) hp
```

The vector `v` is quantified after the set `s`, so the induction hypothesis can be applied to $a_pv$ and $a_pc_pv$. These are `h1` and `h2`; the final lines add the two parts of $v$.

```lean
/-- Intersection with the vacuum space is an order isomorphism from the invariant subspaces
onto the subspaces of the vacuum space, and its inverse is the Fock span. -/
theorem invariant_orderIso_vacuum (h : IsCAR a c) :
    ∃ e : {W : Submodule ℂ V // Invariant a c W} ≃o {U : Submodule ℂ V // U ≤ vacuum a},
      (∀ W, (e W).1 = W.1 ⊓ vacuum a) ∧ ∀ U, (e.symm U).1 = fockSpan c U.1 := by
  refine ⟨{ toFun := fun W => ⟨W.1 ⊓ vacuum a, inf_le_right⟩
            invFun := fun U => ⟨fockSpan c U.1, fockSpan_invariant h U.2⟩
            left_inv := fun W => Subtype.ext (le_antisymm
              (fockSpan_le inf_le_left fun p x hx => (W.2 p x hx).2)
              (le_of_inf_vacuum_le h W.2 (fun p _ hx => creator_mem_fockSpan p hx)
                le_fockSpan))
            right_inv := fun U => Subtype.ext (fockSpan_inf_vacuum h U.2)
            map_rel_iff' := ?_ }, fun _ => rfl, fun _ => rfl⟩
  intro W X
  constructor
  · intro hh
    have h1 : W.1 ⊓ vacuum a ≤ X.1 ⊓ vacuum a := hh
    exact le_of_inf_vacuum_le h W.2 (fun p x hx => (X.2 p x hx).2) (h1.trans inf_le_left)
  · intro hh
    have h1 : W.1 ≤ X.1 := hh
    exact inf_le_inf_right (vacuum a) h1
```

The two sides of `≃o` are the invariant subspaces and the subspaces of $K$, each ordered by inclusion. The theorem gives an isomorphism `e` whose forward map is intersection with $K$ and whose inverse is the Fock span. It does not construct a tensor-product decomposition of $V$.

```lean
/-- Every invariant subspace has an invariant complement. -/
theorem exists_invariant_compl (h : IsCAR a c) (hW : Invariant a c W) :
    ∃ W' : Submodule ℂ V, Invariant a c W' ∧ IsCompl W W' := by
  -- choose a complement among the vacuum vectors and let the creators act on it
  obtain ⟨T, hT⟩ := Submodule.exists_isCompl (W ⊓ vacuum a)
  have hU : T ⊓ vacuum a ≤ vacuum a := inf_le_right
  have hI := fockSpan_invariant h hU
  refine ⟨fockSpan c (T ⊓ vacuum a), hI, disjoint_iff_inf_le.2 ?_, codisjoint_iff_le_sup.2 ?_⟩
  · apply le_of_inf_vacuum_le h (X := ⊥)
    · exact fun p v hv => ⟨⟨(hW p v hv.1).1, (hI p v hv.2).1⟩,
        ⟨(hW p v hv.1).2, (hI p v hv.2).2⟩⟩
    · intro p x hx
      rw [(Submodule.mem_bot ℂ).1 hx, map_zero]
      exact Submodule.zero_mem _
    · intro x hx
      have h1 : x ∈ T ⊓ vacuum a := by
        rw [← fockSpan_inf_vacuum h hU]
        exact ⟨hx.1.2, hx.2⟩
      exact hT.disjoint.le_bot ⟨⟨hx.1.1, hx.2⟩, h1.1⟩
  · apply le_of_inf_vacuum_le h (W := ⊤)
    · exact fun _ _ _ => ⟨Submodule.mem_top, Submodule.mem_top⟩
    · intro p x hx
      obtain ⟨y, hy, z, hz, rfl⟩ := Submodule.mem_sup.1 hx
      rw [map_add]
      exact Submodule.add_mem_sup (hW p y hy).2 (hI p z hz).2
    · intro x hx
      have hx1 : x ∈ (W ⊓ vacuum a) ⊔ T := by
        rw [hT.sup_eq_top]
        exact Submodule.mem_top
      obtain ⟨y, hy, z, hz, hyz⟩ := Submodule.mem_sup.1 hx1
      have hzK : z ∈ vacuum a := by
        rw [eq_sub_of_add_eq' hyz]
        exact Submodule.sub_mem _ hx.2 hy.2
      rw [← hyz]
      exact Submodule.add_mem_sup hy.1 (le_fockSpan ⟨hz, hzK⟩)
```

`IsCompl W W'` says that $W\cap W'=0$ and $W+W'=V$. The two main bullets prove these statements by comparison with `X := ⊥` and `W := ⊤`. The complement is not claimed to be unique.

## Two modes with an arbitrary vacuum space

For any complex space $E$, write a vector of $E^4$ as $(w,x,y,z)$, with components for the empty state, mode 0 filled, mode 1 filled, and both filled. Then

$$a_0(w,x,y,z)=(x,0,z,0),\qquad a_1(w,x,y,z)=(y,-z,0,0).$$

```lean
/-- Annihilators of two modes on four copies of `E`, ordered as empty, first mode filled,
second mode filled, both filled. -/
def twoModeAnn (E : Type*) [AddCommGroup E] [Module ℂ E] :
    Fin 2 → Module.End ℂ (E × E × E × E) :=
  ![{ toFun := fun v => (v.2.1, 0, v.2.2.2, 0)
      map_add' := by intros; simp
      map_smul' := by intros; simp },
    { toFun := fun v => (v.2.2.1, -v.2.2.2, 0, 0)
      map_add' := by intros; simp [add_comm]
      map_smul' := by intros; simp }]
```

The creators are

$$c_0(w,x,y,z)=(0,w,0,y),\qquad c_1(w,x,y,z)=(0,0,w,-x).$$

```lean
/-- Creators of two modes on four copies of `E`, in the same ordering. -/
def twoModeCre (E : Type*) [AddCommGroup E] [Module ℂ E] :
    Fin 2 → Module.End ℂ (E × E × E × E) :=
  ![{ toFun := fun v => (0, v.1, 0, v.2.2.1)
      map_add' := by intros; simp
      map_smul' := by intros; simp },
    { toFun := fun v => (0, 0, v.1, -v.2.1)
      map_add' := by intros; simp [add_comm]
      map_smul' := by intros; simp }]
```

The minus signs are the fermionic exchange signs.

```lean
/-- The two-mode operators on four copies of any complex space `E` satisfy the CAR, and their
vacuum space is the first copy of `E`. -/
theorem isCAR_witness (E : Type*) [AddCommGroup E] [Module ℂ E] :
    IsCAR (twoModeAnn E) (twoModeCre E) ∧
      ∀ v : E × E × E × E, v ∈ vacuum (twoModeAnn E) ↔ v.2 = 0 := by
  refine ⟨⟨?_, ?_, ?_⟩, ?_⟩
  iterate 3
    · intro p q
      apply LinearMap.ext
      rintro ⟨w, x, y, z⟩
      fin_cases p <;> fin_cases q <;> simp [twoModeAnn, twoModeCre]
  · rintro ⟨w, x, y, z⟩
    rw [mem_vacuum, Fin.forall_fin_two]
    simp [twoModeAnn, Prod.ext_iff]
    tauto

end CARInvariantSubspaces
```

The relations are checked on components for each pair of modes. The vacuum condition forces $x=y=z=0$ and leaves $w$ free, so $K$ is a copy of $E$. The space $E$ stands for degrees of freedom on which the mode operators do not act, and it can have any dimension.

```lean
#print axioms CARInvariantSubspaces.invariant_orderIso_vacuum
#print axioms CARInvariantSubspaces.exists_invariant_compl
```

```
'CARInvariantSubspaces.invariant_orderIso_vacuum' depends on axioms: [propext, Classical.choice, Quot.sound]
'CARInvariantSubspaces.exists_invariant_compl' depends on axioms: [propext, Classical.choice, Quot.sound]
```
